# The Fang–Howard energy in a triangular well is uniquely minimised at b³ = 12mF, for m, F > 0

A Fang–Howard envelope with a badly chosen decay parameter is still an admissible trial function: it vanishes at the wall, decays and can be normalised. Its energy, however, can lie far above the lowest value that the family allows. At twice the optimal parameter it is two thirds above that minimum. For an electron of mass m in the linear potential Fz, and in units with ħ = 1, the optimal decay parameter b of the envelope z exp(−bz/2) is fixed by one condition, b³ = 12mF, together with the positivity of b, m and F.

## An electron between a wall and a constant force

Set ħ = 1. An electron of mass m moves on z > 0 in the potential Fz, where F is the constant slope of the potential energy, with a hard wall at z = 0. The trial envelope and its energy are

f(z) = z exp(−bz/2)

E(b) = [∫ f′²/(2m) dz + ∫ F z f² dz] / ∫ f² dz,

with all integrals over z > 0.

```lean
import Mathlib

open MeasureTheory Set

namespace FangHoward

noncomputable section

/-- The Fang-Howard trial envelope function `z exp(-bz/2)`, used on the half-line `z > 0`. -/
def trial (b z : ℝ) : ℝ := z * Real.exp (-(b * z) / 2)

/-- The squared norm of a real envelope function on the half-line. -/
def normSq (f : ℝ → ℝ) : ℝ := ∫ z in Ioi (0 : ℝ), f z ^ 2

/-- The kinetic energy integral of `f'^2/(2m)` on the half-line, for mass `m ≠ 0` and `ħ = 1`. -/
def kinetic (m : ℝ) (f : ℝ → ℝ) : ℝ := ∫ z in Ioi (0 : ℝ), deriv f z ^ 2 / (2 * m)

/-- The potential energy integral of `f` in the linear potential `F z` on the half-line. -/
def potential (F : ℝ) (f : ℝ → ℝ) : ℝ := ∫ z in Ioi (0 : ℝ), F * z * f z ^ 2

/-- The Rayleigh quotient of the triangular well, for `m ≠ 0` and envelope functions of finite
energy and finite non-zero norm that are differentiable and vanish at the wall. -/
def rayleigh (m F : ℝ) (f : ℝ → ℝ) : ℝ := (kinetic m f + potential F f) / normSq f
```

Here `trial b` is f, and `rayleigh m F f` is the energy quotient of a real function f. The function is not normalised, so `kinetic` and `potential` become expectation values only after division by `normSq`. The wall enters through the integration range `Ioi 0` and through the factor z in f; `rayleigh` itself imposes no boundary condition.

The model has one electron, one constant mass and a prescribed F. Fang–Howard calculations for inversion layers often include the potential of the electrons themselves, which is absent here. Within this one-electron, one-parameter model, the minimum is a variational estimate of the lowest subband edge.

## b > 0: the envelope decays

Physically, 1/b sets the length scale of the confinement; the mean distance from the wall is 3/b. By hand, positivity is needed for the substitution t = bz, which turns each moment into a Gamma integral:

∫ zⁿ exp(−bz) dz = n!/bⁿ⁺¹.

For b ≤ 0 the function grows and has no finite norm.

```lean
/-- For `b > 0`, the integral of `z^n exp(-bz)` over the half-line is `n!/b^(n+1)`. -/
theorem integral_pow_mul_exp (n : ℕ) {b : ℝ} (hb : 0 < b) :
    ∫ z in Ioi (0 : ℝ), z ^ n * Real.exp (-(b * z)) = n.factorial / b ^ (n + 1) := by
  have h := Real.integral_rpow_mul_exp_neg_mul_Ioi (a := (n : ℝ) + 1) (r := b)
    (by positivity) hb
  have e : (n : ℝ) + 1 = ((n + 1 : ℕ) : ℝ) := by norm_num
  rw [Real.Gamma_nat_eq_factorial] at h
  simp only [add_sub_cancel_right, Real.rpow_natCast] at h
  rw [h, e, Real.rpow_natCast, one_div, inv_pow, div_eq_mul_inv]
  exact mul_comm _ _

/-- A power times a decaying exponential is integrable on the half-line. -/
theorem integrable_pow_mul_exp (n : ℕ) {b : ℝ} (hb : 0 < b) :
    Integrable (fun z : ℝ => z ^ n * Real.exp (-(b * z))) (volume.restrict (Ioi 0)) := by
  by_contra h
  have hne : (n.factorial : ℝ) / b ^ (n + 1) ≠ 0 := by positivity
  exact hne ((integral_pow_mul_exp n hb).symm.trans (integral_undef h))
```

The first theorem specialises Mathlib's Gamma integral to natural exponents. The second gets integrability from it by contradiction: Lean gives a non-integrable function the integral 0, whereas n!/bⁿ⁺¹ is not 0.

Since f² = z² exp(−bz), the norm and the potential integral are single moments:

∫ f² dz = 2/b³

∫ F z f² dz = 6F/b⁴.

For the kinetic part, the product rule gives

f′ = (1 − bz/2) exp(−bz/2)

f′² = (1 − bz + b²z²/4) exp(−bz).

The next four lemmas square the exponential, differentiate f and evaluate the two single-moment integrals.

```lean
private lemma exp_half_sq (b z : ℝ) :
    Real.exp (-(b * z) / 2) ^ 2 = Real.exp (-(b * z)) := by
  rw [sq, ← Real.exp_add]
  congr 1
  ring

private lemma hasDerivAt_trial (b z : ℝ) :
    HasDerivAt (trial b) ((1 - b * z / 2) * Real.exp (-(b * z) / 2)) z := by
  have h1 : HasDerivAt (fun x : ℝ => -(b * x) / 2) (-(b * 1) / 2) z :=
    (((hasDerivAt_id' z).const_mul b).fun_neg).div_const 2
  have h2 := (hasDerivAt_id' z).fun_mul h1.exp
  exact h2.congr_deriv (by ring)

private lemma normSq_trial {b : ℝ} (hb : 0 < b) : normSq (trial b) = 2 / b ^ 3 := by
  have h : ∀ z, trial b z ^ 2 = z ^ 2 * Real.exp (-(b * z)) := by
    intro z
    rw [trial, mul_pow, exp_half_sq]
  simp only [normSq, h]
  rw [integral_pow_mul_exp 2 hb]
  norm_num [Nat.factorial]

private lemma potential_trial (F : ℝ) {b : ℝ} (hb : 0 < b) :
    potential F (trial b) = F * (6 / b ^ 4) := by
  have h : ∀ z, F * z * trial b z ^ 2 = F * (z ^ 3 * Real.exp (-(b * z))) := by
    intro z
    rw [trial, mul_pow, exp_half_sq]
    ring
  simp only [potential, h]
  rw [integral_const_mul, integral_pow_mul_exp 3 hb]
  norm_num [Nat.factorial]
```

## m > 0: confinement costs energy

A positive mass makes the kinetic energy positive, so squeezing the electron against the wall has a cost. Integrating f′² term by term gives

∫ f′² dz = 1/b − b/b² + (b²/4)(2/b³) = 1/(2b),

so the kinetic integral is 1/(4mb). Dividing both energies by the norm 2/b³ yields

E(b) = b²/(8m) + 3F/b.

With m < 0 the first term would tend to −∞ as b grows, and there would be no minimum.

```lean
/-- The unnormalised kinetic energy of the trial function, times the mass, is `1/(4b)`. -/
theorem kinetic_trial {m b : ℝ} (hm : 0 < m) (hb : 0 < b) :
    m * kinetic m (trial b) = 1 / (4 * b) := by
  -- expand the squared derivative into exponential moments
  have h : ∀ z, deriv (trial b) z ^ 2 / (2 * m) = (1 / (2 * m)) *
      (z ^ 0 * Real.exp (-(b * z)) - b * (z ^ 1 * Real.exp (-(b * z)))
        + b ^ 2 / 4 * (z ^ 2 * Real.exp (-(b * z)))) := by
    intro z
    rw [(hasDerivAt_trial b z).deriv, mul_pow, exp_half_sq]
    ring
  have i0 := integrable_pow_mul_exp 0 hb
  have i1 := (integrable_pow_mul_exp 1 hb).const_mul b
  have i2 := (integrable_pow_mul_exp 2 hb).const_mul (b ^ 2 / 4)
  have i01 : Integrable (fun z : ℝ => z ^ 0 * Real.exp (-(b * z))
      - b * (z ^ 1 * Real.exp (-(b * z)))) (volume.restrict (Ioi 0)) := i0.sub i1
  simp only [kinetic, h]
  rw [integral_const_mul, integral_add i01 i2, integral_sub i0 i1, integral_const_mul,
    integral_const_mul, integral_pow_mul_exp 0 hb, integral_pow_mul_exp 1 hb,
    integral_pow_mul_exp 2 hb]
  norm_num [Nat.factorial]
  field_simp
  ring

/-- The Rayleigh quotient of the trial function, times the mass, is `b^2/8 + 3mF/b`. -/
theorem mass_mul_rayleigh_trial {m b : ℝ} (F : ℝ) (hm : 0 < m) (hb : 0 < b) :
    m * rayleigh m F (trial b) = b ^ 2 / 8 + 3 * m * F / b := by
  have hK : kinetic m (trial b) = 1 / (4 * b) / m := by
    rw [eq_div_iff hm.ne']
    linarith [kinetic_trial hm hb]
  rw [rayleigh, hK, potential_trial F hb, normSq_trial hb]
  field_simp
  ring
```

In `kinetic_trial`, the integrability result justifies splitting the integral into its three moments. Both theorems are stated after multiplication by m, which keeps the mass out of the denominators on their right-hand sides; `hm` allows m to be cancelled again.

## b³ = 12mF: the energy is stationary

The condition comes from setting the derivative to zero:

E′(b) = b/(4m) − 3F/b² = 0.

From here on b is the parameter that satisfies it, and c is any positive parameter. Substituting 3mF = b³/4 gives

m(E(c) − E(b)) = c²/8 + b³/(4c) − b²/8 − b²/4
= (c³ − 3b²c + 2b³)/(8c)
= (c − b)²(c + 2b)/(8c).

This is positive unless c = b, so the minimum is global and no second derivative is required. The condition also gives b²/(8m) = 3F/(2b), hence

E(b) = 3F/(2b) + 3F/b = 9F/(2b).

At a positive parameter that violates the condition, the energy formula still holds, but its value is not 9F/(2b).

```lean
/-- If `b^3 = 12mF`, the energy excess at parameter `c` over that at `b`, times the mass,
is `(c - b)^2 (c + 2b)/(8c)`. -/
theorem energy_excess {m F b c : ℝ} (hm : 0 < m) (hb : 0 < b) (hc : 0 < c)
    (hopt : b ^ 3 = 12 * m * F) :
    m * (rayleigh m F (trial c) - rayleigh m F (trial b))
      = (c - b) ^ 2 * (c + 2 * b) / (8 * c) := by
  have e : 3 * m * F = b ^ 3 / 4 := by linarith
  rw [mul_sub, mass_mul_rayleigh_trial F hm hc, mass_mul_rayleigh_trial F hm hb, e]
  field_simp
  ring

/-- For `m > 0`, the Fang-Howard energy is `c^2/(8m) + 3F/c` for every `c > 0`; at `b^3 = 12mF` it
equals `9F/(2b)`, and it is strictly larger at every other positive parameter. -/
theorem fangHoward_variational {m F b : ℝ} (hm : 0 < m) (hb : 0 < b)
    (hopt : b ^ 3 = 12 * m * F) :
    (∀ c, 0 < c → rayleigh m F (trial c) = c ^ 2 / (8 * m) + 3 * F / c) ∧
    rayleigh m F (trial b) = 9 * F / (2 * b) ∧
    (∀ c, 0 < c → c ≠ b → rayleigh m F (trial b) < rayleigh m F (trial c)) := by
  refine ⟨fun c hc => ?_, ?_, fun c hc hne => ?_⟩
  · apply mul_left_cancel₀ hm.ne'
    rw [mass_mul_rayleigh_trial F hm hc, mul_add]
    congr 1
    · field_simp
    · ring
  · apply mul_left_cancel₀ hm.ne'
    have e : b ^ 2 / 8 = 3 * m * F / (2 * b) := by
      rw [eq_div_iff (by positivity)]
      linear_combination hopt / 4
    rw [mass_mul_rayleigh_trial F hm hb, e]
    ring
  · -- the excess energy is a positive multiple of a square
    have h := energy_excess hm hb hc hopt
    have hsub : c - b ≠ 0 := sub_ne_zero.mpr hne
    have hpos : 0 < (c - b) ^ 2 * (c + 2 * b) / (8 * c) := by positivity
    rw [← h] at hpos
    linarith [(mul_pos_iff_of_pos_left hm).mp hpos]
```

`energy_excess` is the factorised identity; `field_simp` clears the denominators and `ring` checks the polynomial. `fangHoward_variational` then makes three statements: the energy formula for every c > 0, the value 9F/(2b) at b, and a strictly larger energy at every other positive c. The condition `hopt` serves only the last two. For the strict inequality, `positivity` shows that the factorised excess is positive, and `hm` removes the factor m.

## F > 0: the field holds the electron at the wall

A positive F pushes the electron towards the wall. In the previous theorem this need not be assumed, because m > 0, b > 0 and b³ = 12mF already imply it. It becomes a separate hypothesis when b is not given and has to be found. If F = 0, the energy c²/(8m) approaches 0 as c → 0 without reaching it; if F < 0, it falls to −∞ in the same limit. Neither case has a minimiser.

```lean
/-- For positive mass and field there is exactly one positive parameter that minimises the
Fang-Howard energy over all positive parameters. -/
theorem existsUnique_minimiser {m F : ℝ} (hm : 0 < m) (hF : 0 < F) :
    ∃! b : ℝ, 0 < b ∧ ∀ c, 0 < c → rayleigh m F (trial b) ≤ rayleigh m F (trial c) := by
  -- the minimiser is the real cube root of 12mF
  obtain ⟨b, hb, hopt⟩ : ∃ b : ℝ, 0 < b ∧ b ^ 3 = 12 * m * F :=
    ⟨(12 * m * F) ^ (((3 : ℕ) : ℝ)⁻¹), Real.rpow_pos_of_pos (by positivity) _,
      Real.rpow_inv_natCast_pow (by positivity) (by norm_num)⟩
  have hmin := (fangHoward_variational hm hb hopt).2.2
  refine ⟨b, ⟨hb, fun c hc => ?_⟩, fun y hy => ?_⟩
  · by_cases h : c = b
    · rw [h]
    · exact (hmin c hc h).le
  · by_contra hne
    linarith [hmin y hy.1 hne, hy.2 b hb]
```

The theorem says that exactly one positive parameter minimises the energy over all positive parameters. Its proof takes b to be the real cube root of 12mF, which is positive because m and F are. A second minimiser y would satisfy E(y) ≤ E(b), while strictness gives E(b) < E(y), a contradiction.

## Virial balance and scaling with the field

At the optimum, b⁴ = 12mFb turns the potential integral into

6F/b⁴ = 1/(2mb),

which is twice the kinetic integral 1/(4mb). The common norm does not affect this ratio, so it also holds for the expectation values, 3F/(2b) and 3F/b.

```lean
/-- At `b^3 = 12mF`, twice the kinetic energy of the trial function equals its potential
energy. -/
theorem virial_at_optimum {m F b : ℝ} (hm : 0 < m) (hb : 0 < b)
    (hopt : b ^ 3 = 12 * m * F) :
    2 * kinetic m (trial b) = potential F (trial b) := by
  apply mul_left_cancel₀ hm.ne'
  have e : m * F = b ^ 3 / 12 := by linarith
  calc m * (2 * kinetic m (trial b)) = 2 * (m * kinetic m (trial b)) := by ring
    _ = 2 * (1 / (4 * b)) := by rw [kinetic_trial hm hb]
    _ = b ^ 3 / 12 * (6 / b ^ 4) := by
      field_simp
      norm_num
    _ = m * potential F (trial b) := by
      rw [← e, potential_trial F hb]
      ring
```

The `calc` chain performs this substitution after multiplication by m. Cubing the minimal energy and eliminating b gives

mE³ = m · 729F³/(8 · 12mF) = 243F²/32.

The estimated subband energy therefore grows as F^(2/3) and falls with mass as m^(−1/3).

```lean
/-- At `b^3 = 12mF`, the Fang-Howard energy `E` satisfies `m E^3 = (243/32) F^2`. -/
theorem optimal_energy_cubed {m F b : ℝ} (hm : 0 < m) (hF : 0 < F) (hb : 0 < b)
    (hopt : b ^ 3 = 12 * m * F) :
    m * rayleigh m F (trial b) ^ 3 = 243 / 32 * F ^ 2 := by
  rw [(fangHoward_variational hm hb hopt).2.1, div_pow, mul_pow 2 b 3, hopt]
  field_simp
  ring

end

end FangHoward
```

The proof rewrites E as 9F/(2b), replaces b³ by 12mF and cancels the common factors.

```lean
#print axioms FangHoward.existsUnique_minimiser
-- 'FangHoward.existsUnique_minimiser' depends on axioms: [propext, Classical.choice, Quot.sound]
#print axioms FangHoward.virial_at_optimum
-- 'FangHoward.virial_at_optimum' depends on axioms: [propext, Classical.choice, Quot.sound]
#print axioms FangHoward.optimal_energy_cubed
-- 'FangHoward.optimal_energy_cubed' depends on axioms: [propext, Classical.choice, Quot.sound]
```
